# Schur's lemma in scalar form can fail in infinite dimension: multiplication by $X$ on $\mathbb C(X)$

An invariant subspace is taken here to be any complex linear subspace that the group maps into itself. There is no norm, no inner product and no requirement that the subspace be closed. A representation is irreducible if its space is nonzero and its only invariant subspaces are $0$ and the whole space.

Let $\mathbb C(X)$ be the field of rational functions in one variable $X$, regarded as a complex vector space, and let each nonzero rational function $g$ act on it by $v\mapsto gv$. This action is irreducible. The operator $M_X v = Xv$ commutes with it, yet

$$Xv \neq cv\qquad\text{for every } c\in\mathbb C \text{ and every } v\neq 0 .$$

In finite dimension over $\mathbb C$ this cannot happen: an operator that commutes with an irreducible representation is a number times the identity.

## Symmetry blocks in a finite basis

The finite-dimensional statement applies to a finite complex Hamiltonian matrix that commutes with the action of a symmetry group. On an irreducible subspace that the Hamiltonian maps into itself, the Hamiltonian is one energy times the identity, and the degeneracy is at least the dimension of that subspace. The proof given below uses the finite basis to obtain an eigenvalue.

## From one nonzero vector to the whole space

Let $k$ be a field and $K$ a field extension of $k$. The nonzero elements of $K$ act on $K$ by multiplication, and $M_a$ denotes the operator $v\mapsto av$.

**Irreducibility.** The space $K$ is nonzero. Let $W\neq 0$ be invariant and pick $w\in W$ with $w\neq 0$. Any nonzero $x\in K$ equals $(x/w)\,w$, and $x/w$ is a group element, so $x\in W$. Since also $0\in W$, we have $W=K$.

**Commuting operators.** If a $k$-linear $T$ commutes with the action, then for $x\neq 0$

$$T(x)=T(x\cdot 1)=x\,T(1),$$

and $T(0)=0$. Hence $T=M_a$ with $a=T(1)$. Conversely, $a(gv)=g(av)$, so every $M_a$ commutes with the action.

**Eigenvectors.** If $av=cv$ with $v\neq 0$ and $c\in k$, cancelling $v$ gives $a=c$. Conversely, if $a=c$, then $1$ is an eigenvector.

**The case $a=X$.** If $X$ were equal to a constant $c$ in $\mathbb C(X)$, the two would be equal as polynomials. Their coefficients of $X$ are $1$ and $0$, a contradiction. So $M_X$ has no eigenvector. Moreover, $c-X$ is nonzero for every $c$, and multiplication by $1/(c-X)$ inverts $c-M_X$. The spectrum of $M_X$ is empty.

**Finite dimension.** Let $V$ be the finite-dimensional space of an irreducible representation $\rho$ over an algebraically closed field, and let $T$ commute with $\rho$. Then $T$ has an eigenvalue $c$ with an eigenvector $w\neq 0$. If $Tv=cv$, then

$$T\rho(g)v=\rho(g)Tv=c\,\rho(g)v,$$

so the eigenspace is invariant. It contains $w$, hence it is all of $V$, and $T=c$. If $\mathbb C(X)$ were finite-dimensional over $\mathbb C$, this would make $M_X$ a scalar, so $\mathbb C(X)$ is infinite-dimensional.

**An instance with numbers.** Take $c=2$ and $v=1/(X-2)$. Then

$$Xv=\frac{(X-2)+2}{X-2}=1+2v,$$

and the residual $Xv-2v$ is $1$, not $0$. At $X=3$ the values of $v$ and $Xv$ are $1$ and $3$; at $X=4$ they are $1/2$ and $2$. The ratio changes from $3$ to $4$, so no single eigenvalue fits.

## The Lean file

```lean
import Mathlib

open Polynomial

namespace SchurInfiniteDimension

noncomputable section

section General

variable {k G V : Type*} [Field k] [Monoid G] [AddCommGroup V] [Module k V]

/-- A representation is irreducible if its space is nonzero and the only subspaces mapped into
themselves by all elements of `G` are zero and the whole space. -/
def Irreducible (ρ : G →* Module.End k V) : Prop :=
  Nontrivial V ∧ ∀ W : Submodule k V, (∀ g, ∀ v ∈ W, ρ g v ∈ W) → W = ⊥ ∨ W = ⊤

/-- The operator `T` commutes with every operator of the representation. -/
def Commutes (ρ : G →* Module.End k V) (T : Module.End k V) : Prop :=
  ∀ g v, T (ρ g v) = ρ g (T v)

/-- Schur's lemma in finite dimension: over an algebraically closed field, an operator that
commutes with an irreducible representation is a multiple of the identity. -/
theorem schur_finite_dimensional [IsAlgClosed k] [FiniteDimensional k V]
    (ρ : G →* Module.End k V) (hρ : Irreducible ρ) (T : Module.End k V)
    (hT : Commutes ρ T) : ∃ c : k, ∀ v, T v = c • v := by
  have := hρ.1
  -- finite dimension enters here: it provides an eigenvalue
  obtain ⟨c, hc⟩ := Module.End.exists_eigenvalue T
  obtain ⟨w, hw⟩ := hc.exists_hasEigenvector
  have hmem : ∀ v, v ∈ LinearMap.ker (T - c • (1 : Module.End k V)) ↔ T v = c • v := by
    intro v
    simp [LinearMap.mem_ker, sub_eq_zero]
  refine ⟨c, fun v => ?_⟩
  -- the eigenspace is invariant, hence everything
  rcases hρ.2 (LinearMap.ker (T - c • (1 : Module.End k V))) (by
    intro g v hv
    rw [hmem] at hv ⊢
    rw [hT g v, hv, map_smul]) with h | h
  · have h0 := (hmem w).2 hw.apply_eq_smul
    rw [h, Submodule.mem_bot] at h0
    exact absurd h0 hw.2
  · apply (hmem v).1
    rw [h]
    exact Submodule.mem_top

end General

section Multiplication

variable (k K : Type*) [Field k] [Field K] [Algebra k K]

/-- The operator of multiplication by an element of `K`, acting on `K` as a
vector space over `k`. -/
def mulOp : K →ₐ[k] Module.End k K := Algebra.lmul k K

theorem mulOp_apply (a v : K) : mulOp k K a v = a * v := rfl

/-- The nonzero elements of `K` act on `K` by multiplication. -/
def mulRep : Kˣ →* Module.End k K where
  toFun g := mulOp k K (g : K)
  map_one' := by simp
  map_mul' g h := by simp

theorem mulRep_apply (g : Kˣ) (v : K) : mulRep k K g v = (g : K) * v := rfl

/-- The multiplication representation of the nonzero elements of a field is irreducible. -/
theorem mulRep_irreducible : Irreducible (mulRep k K) := by
  refine ⟨inferInstance, fun W hW => ?_⟩
  by_cases hbot : W = ⊥
  · exact Or.inl hbot
  right
  obtain ⟨w, hw, hw0⟩ := Submodule.exists_mem_ne_zero_of_ne_bot hbot
  refine Submodule.eq_top_iff'.2 fun x => ?_
  by_cases hx : x = 0
  · rw [hx]
    exact W.zero_mem
  -- the group element x / w carries w to x
  have h := hW (Units.mk0 (x / w) (div_ne_zero hx hw0)) w hw
  have e : x / w * w = x := by field_simp
  rw [mulRep_apply, Units.val_mk0, e] at h
  exact h

/-- The operators commuting with the multiplication representation are exactly the
multiplications by elements of `K`. -/
theorem commutes_iff_mulOp (T : Module.End k K) :
    Commutes (mulRep k K) T ↔ ∃ a : K, T = mulOp k K a := by
  constructor
  · intro hT
    refine ⟨T 1, LinearMap.ext fun x => ?_⟩
    by_cases hx : x = 0
    · rw [hx, map_zero, map_zero]
    -- T is fixed by its value on the constant 1
    have h := hT (Units.mk0 x hx) 1
    simp only [mulRep_apply, Units.val_mk0, mul_one] at h
    rw [mulOp_apply, h, mul_comm]
  · rintro ⟨a, rfl⟩ g v
    simp only [mulRep_apply, mulOp_apply]
    ring

/-- Multiplication by `a` has an eigenvector with eigenvalue `c` exactly when `a` is
the constant `c`. -/
theorem mulOp_eigenvector_iff (a : K) (c : k) :
    (∃ v : K, v ≠ 0 ∧ mulOp k K a v = c • v) ↔ a = algebraMap k K c := by
  constructor
  · rintro ⟨v, hv, h⟩
    rw [mulOp_apply, Algebra.smul_def] at h
    exact mul_right_cancel₀ hv h
  · intro h
    exact ⟨1, one_ne_zero, by rw [mulOp_apply, Algebra.smul_def, h]⟩

end Multiplication

/-- The rational function `X` is not a constant. -/
theorem X_ne_const (c : ℂ) : (RatFunc.X : RatFunc ℂ) ≠ algebraMap ℂ (RatFunc ℂ) c := by
  intro h
  rw [← RatFunc.algebraMap_X, IsScalarTower.algebraMap_apply ℂ ℂ[X] (RatFunc ℂ) c] at h
  have h' : (Polynomial.X : ℂ[X]) = Polynomial.C c := RatFunc.algebraMap_injective ℂ h
  -- compare the coefficients of X
  have h1 := congrArg (fun p : ℂ[X] => p.coeff 1) h'
  simp at h1

/-- The nonzero rational functions act irreducibly on `ℂ(X)` by multiplication, and
multiplication by `X` commutes with this action but has no eigenvector. -/
theorem schur_counterexample :
    Irreducible (mulRep ℂ (RatFunc ℂ)) ∧
    Commutes (mulRep ℂ (RatFunc ℂ)) (mulOp ℂ (RatFunc ℂ) RatFunc.X) ∧
    ∀ (c : ℂ) (v : RatFunc ℂ), v ≠ 0 → mulOp ℂ (RatFunc ℂ) RatFunc.X v ≠ c • v :=
  ⟨mulRep_irreducible ℂ (RatFunc ℂ),
    (commutes_iff_mulOp ℂ (RatFunc ℂ) _).2 ⟨RatFunc.X, rfl⟩,
    fun c v hv h => X_ne_const c
      ((mulOp_eigenvector_iff ℂ (RatFunc ℂ) RatFunc.X c).1 ⟨v, hv, h⟩)⟩

/-- Multiplication by `X` on `ℂ(X)` has empty spectrum. -/
theorem spectrum_mul_X_empty :
    spectrum ℂ (mulOp ℂ (RatFunc ℂ) RatFunc.X) = ∅ := by
  ext c
  simp only [Set.mem_empty_iff_false, iff_false]
  rw [spectrum.mem_iff, not_not]
  -- c - X is a nonzero rational function, so multiplication by it can be undone
  have hu : IsUnit (algebraMap ℂ (RatFunc ℂ) c - RatFunc.X) :=
    IsUnit.mk0 _ (sub_ne_zero.2 (X_ne_const c).symm)
  have h := hu.map (mulOp ℂ (RatFunc ℂ))
  rwa [map_sub, AlgHom.commutes] at h

/-- The space `ℂ(X)` is infinite-dimensional over the complex numbers. -/
theorem ratFunc_not_finiteDimensional : ¬ FiniteDimensional ℂ (RatFunc ℂ) := by
  intro hfin
  -- otherwise Schur's lemma would make multiplication by X a scalar
  obtain ⟨hirr, hcomm, hno⟩ := schur_counterexample
  obtain ⟨c, hc⟩ := schur_finite_dimensional _ hirr _ hcomm
  exact hno c 1 one_ne_zero (hc 1)

end

end SchurInfiniteDimension
```

```lean
#print axioms SchurInfiniteDimension.schur_finite_dimensional
#print axioms SchurInfiniteDimension.spectrum_mul_X_empty
#print axioms SchurInfiniteDimension.ratFunc_not_finiteDimensional
```

```
'SchurInfiniteDimension.schur_finite_dimensional' depends on axioms: [propext, Classical.choice, Quot.sound]
'SchurInfiniteDimension.spectrum_mul_X_empty' depends on axioms: [propext, Classical.choice, Quot.sound]
'SchurInfiniteDimension.ratFunc_not_finiteDimensional' depends on axioms: [propext, Classical.choice, Quot.sound]
```

## How the Lean objects match the mathematics

`Module.End k V` is the set of all $k$-linear operators on $V$, and a representation is a multiplicative map `G →* Module.End k V`. In the general definitions `G` need only be a monoid; in the example it is the group `Kˣ` of nonzero elements of `K`. `Irreducible` quantifies over every `Submodule k V`, which is the algebraic notion from the opening. `mulOp k K a` is $M_a$, `mulRep` is the group action, and `RatFunc ℂ` is $\mathbb C(X)$, whose elements are formal quotients of polynomials.

The scalars are `ℂ`, not `RatFunc ℂ`. Over itself $\mathbb C(X)$ is one-dimensional and $M_X$ is a scalar; over $\mathbb C$ the space is infinite-dimensional and $M_X$ is not a scalar.

`schur_counterexample` states irreducibility, commutation and the absence of eigenvectors together. `spectrum ℂ` collects the $c$ for which $c-T$ has no inverse among all linear operators, bounded or not.

## How the Lean proofs follow the derivation

In `schur_finite_dimensional`, `Module.End.exists_eigenvalue` supplies $c$, and `hmem` identifies the kernel of $T-c$ with the eigenspace. Irreducibility leaves two cases: a zero eigenspace contradicts $w\neq0$, and a full one is the claim.

`mulRep_irreducible` builds the group element $x/w$ with `Units.mk0`. `commutes_iff_mulOp` evaluates the commutation rule at the vector $1$. `mulOp_eigenvector_iff` cancels $v$ with `mul_right_cancel₀`. `X_ne_const` goes back to polynomials through `RatFunc.algebraMap_injective` and compares coefficients.

For `spectrum_mul_X_empty`, `hu` records that $c-X$ is invertible in the field, and `hu.map` carries this over to the operators. `ratFunc_not_finiteDimensional` applies the finite-dimensional lemma to the counterexample.

## Algebraic irreducibility versus Hilbert space

The theorems show that finite dimension cannot simply be deleted from the scalar form of Schur's lemma. They do not show that the scalar form fails for every infinite-dimensional representation. A weaker conclusion survives in the example: the commuting operators are exactly the $M_a$, so every nonzero one is invertible.

A model closer to quantum mechanics would use unitary operators on a complex Hilbert space and test irreducibility on closed subspaces only. There, by a standard result that the file does not treat, every bounded operator commuting with an irreducible representation is a scalar in any dimension. With that definition the statement would become a positive theorem, and this counterexample would no longer apply. It is therefore no evidence against symmetry labels for unitary representations, and it says nothing about rounding errors or about how a finite basis approximates an infinite-dimensional problem.
